# A bound on the subtractive Kramers-Kronig tail for nonnegative absorption

When the real part of a dielectric function is computed from the imaginary part, here called the absorption, the frequency integral is often stopped at a cutoff W, where the measured or calculated data end. If the real part is already known at one frequency w0, the integral can be anchored there, so that only the difference from the known value is computed. For absorption that is nonnegative above W, and for w and w0 below W, the omitted part of the anchored integral is bounded by an explicit factor times the omitted part of the plain one.

## From the difference of two kernels to the tail bound

Let e1 and e2 be the real and imaginary parts of the dielectric function, and let P denote the principal value. The plain relation, taken here as background, is

e1(w) − 1 = (2/π) P∫₀^∞ x e2(x)/(x² − w²) dx.

Subtracting the same relation at w0 gives e1(w) − e1(w0). Write k_w(x) = x/(x² − w²) for the kernel. The contributions from above W are the plain tail T(w) and the subtractive tail S(w,w0):

T(w) = (2/π) ∫_W^∞ k_w(x) e2(x) dx,

S(w,w0) = (2/π) ∫_W^∞ [k_w(x) − k_w0(x)] e2(x) dx.

Assume 0 ≤ w, w0 < W, so that neither integrand has a pole above W and no principal value is needed. Assume also that k_w e2 is integrable on (W,∞). Over a common denominator, the numerator of the kernel difference is

x(x² − w0²) − x(x² − w²) = (w² − w0²)x,

and therefore

k_w(x) − k_w0(x) = (w² − w0²)x / ((x² − w²)(x² − w0²)).

The anchored integrand is thus (w² − w0²) times the plain integrand, weighted by 1/(x² − w0²). For x > W this weight satisfies

0 < 1/(x² − w0²) < 1/(W² − w0²),

so the weighted integrand is integrable. Since k_w0 e2 is k_w e2 minus the anchored integrand, it is integrable too, and S(w,w0) = T(w) − T(w0).

Now let e2 ≥ 0 above W, as for a passive medium, which may absorb energy but does not amplify. The integral

J = ∫_W^∞ k_w(x) e2(x)/(x² − w0²) dx

is then nonnegative, and

|S(w,w0)| = |w² − w0²| (2/π) J ≤ |w² − w0²|/(W² − w0²) · T(w).

If e2 also vanishes beyond a frequency B > W, the weight is at least 1/(B² − w0²) at every x > W where e2 is nonzero, which gives the reverse estimate

|w² − w0²|/(B² − w0²) · T(w) ≤ |S(w,w0)|.

If B ≤ W, both tails are zero.

The factor in the upper bound is below 1 when w² − w0² and w0² − w² are both less than W² − w0². The first condition is w < W; the second is 2w0² < W² + w². With T(w) > 0, anchoring then strictly reduces the modulus of the tail.

## Kernels and tails as Lean definitions

Frequencies and absorption values are real numbers, with units left implicit.

```lean
import Mathlib

open MeasureTheory Set

namespace SubtractiveKramersKronig

noncomputable section
```

The kernel has the probe frequency as its first argument and the integration variable as its second.

```lean
/-- The Kramers-Kronig kernel `x / (x² - w²)` at probe frequency `w`. -/
def kernel (w x : ℝ) : ℝ := x / (x ^ 2 - w ^ 2)
```

The anchored kernel is defined as a difference, so its single-fraction form is left to be proved.

```lean
/-- The kernel at `w` minus the kernel at the anchor frequency `w0`. -/
def anchoredKernel (w w0 x : ℝ) : ℝ := kernel w x - kernel w0 x
```

In the two tails, `Ioi W` is the open interval (W,∞). The prefactor 2/π belongs to the definitions, which correspond to T(w) and S(w,w0).

```lean
/-- The contribution of absorption above the cutoff `W` to the plain
Kramers-Kronig integral at frequency `w`. -/
def plainTail (e2 : ℝ → ℝ) (W w : ℝ) : ℝ :=
  2 / Real.pi * ∫ x in Ioi W, kernel w x * e2 x

/-- The contribution of absorption above the cutoff `W` to the Kramers-Kronig
integral anchored at `w0`. -/
def subtractiveTail (e2 : ℝ → ℝ) (W w w0 : ℝ) : ℝ :=
  2 / Real.pi * ∫ x in Ioi W, anchoredKernel w w0 x * e2 x
```

## The anchored integrand above the cutoff

The positivity of every denominator comes from factoring b² − a² as (b − a)(b + a).

```lean
/-- If `0 ≤ a < b`, then `b² - a²` is positive. -/
lemma gap_pos {a b : ℝ} (ha : 0 ≤ a) (hab : a < b) : 0 < b ^ 2 - a ^ 2 := by
  have h : 0 < (b - a) * (b + a) := mul_pos (by linarith) (by linarith)
  nlinarith [h]
```

The kernel identity holds wherever x² differs from both w² and w0², below the cutoff as well as above it. The proof combines the fractions with `div_sub_div` and leaves the numerator to `ring`.

```lean
/-- Away from its poles, the anchored kernel is a single fraction proportional
to `w² - w0²`. -/
theorem anchoredKernel_eq {w w0 x : ℝ} (h : x ^ 2 ≠ w ^ 2) (h0 : x ^ 2 ≠ w0 ^ 2) :
    anchoredKernel w w0 x =
      (w ^ 2 - w0 ^ 2) * x / ((x ^ 2 - w ^ 2) * (x ^ 2 - w0 ^ 2)) := by
  unfold anchoredKernel kernel
  rw [div_sub_div _ _ (sub_ne_zero.2 h) (sub_ne_zero.2 h0)]
  congr 1
  ring
```

For w and w0 in [0, W), the range meant in all the statements below, both conditions hold at every x above W, and the identity becomes the weighted form of the integrand.

```lean
/-- Above the cutoff, the anchored integrand is the plain integrand multiplied
by `(w² - w0²) / (x² - w0²)`. -/
lemma anchored_integrand {w w0 W x : ℝ} (e2 : ℝ → ℝ) (hw : 0 ≤ w) (hwW : w < W)
    (hw0 : 0 ≤ w0) (hw0W : w0 < W) (hx : W < x) :
    anchoredKernel w w0 x * e2 x =
      (w ^ 2 - w0 ^ 2) * ((x ^ 2 - w0 ^ 2)⁻¹ * (kernel w x * e2 x)) := by
  have h1 := gap_pos hw (hwW.trans hx)
  have h2 := gap_pos hw0 (hw0W.trans hx)
  rw [anchoredKernel_eq (sub_ne_zero.1 h1.ne') (sub_ne_zero.1 h2.ne')]
  unfold kernel
  rw [div_eq_mul_inv, mul_inv, div_eq_mul_inv]
  ring
```

## Integrability and the difference of tails

The hypothesis `hint` states that the product k_w e2 is integrable above W. This already contains the measurability that is needed, so none is assumed for `e2` separately. `Integrable.mono'` is the domination argument: the norm of the weighted integrand is at most 1/(W² − w0²) times the norm of the plain one. The sign of e2 plays no part.

```lean
/-- If the plain integrand is integrable above the cutoff, it remains so after
weighting by `1 / (x² - w0²)`. -/
lemma weighted_integrable {e2 : ℝ → ℝ} {w w0 W : ℝ} (hw0 : 0 ≤ w0) (hw0W : w0 < W)
    (hint : IntegrableOn (fun x => kernel w x * e2 x) (Ioi W)) :
    IntegrableOn (fun x => (x ^ 2 - w0 ^ 2)⁻¹ * (kernel w x * e2 x)) (Ioi W) := by
  have h : Integrable (fun x => kernel w x * e2 x) (volume.restrict (Ioi W)) := hint
  have hm : Measurable (fun x : ℝ => (x ^ 2 - w0 ^ 2)⁻¹) := by fun_prop
  refine Integrable.mono' (h.norm.const_mul (W ^ 2 - w0 ^ 2)⁻¹)
    (hm.aestronglyMeasurable.mul h.aestronglyMeasurable) ?_
  -- the weight is largest at the cutoff
  filter_upwards [ae_restrict_mem measurableSet_Ioi] with x hx
  have hx' : W < x := hx
  have h1 := gap_pos hw0 hw0W
  have h2 := gap_pos (hw0.trans hw0W.le) hx'
  rw [norm_mul, Real.norm_of_nonneg (inv_nonneg.2 (by linarith))]
  exact mul_le_mul_of_nonneg_right (inv_anti₀ h1 (by linarith)) (norm_nonneg _)
```

Integrability at the anchor is derived by writing k_w0 e2 as a difference of two integrable functions. `integral_sub`, used from right to left, then combines the two tail integrals into one.

```lean
/-- If the plain integrand at `w` is integrable above the cutoff, the subtractive tail is the plain
tail at `w` minus the plain tail at the anchor frequency. -/
theorem subtractiveTail_eq_sub {e2 : ℝ → ℝ} {w w0 W : ℝ} (hw : 0 ≤ w) (hwW : w < W)
    (hw0 : 0 ≤ w0) (hw0W : w0 < W)
    (hint : IntegrableOn (fun x => kernel w x * e2 x) (Ioi W)) :
    subtractiveTail e2 W w w0 = plainTail e2 W w - plainTail e2 W w0 := by
  have hwt : Integrable (fun x => (x ^ 2 - w0 ^ 2)⁻¹ * (kernel w x * e2 x))
      (volume.restrict (Ioi W)) := weighted_integrable hw0 hw0W hint
  -- integrability at the anchor follows from integrability at `w`
  have hanchor : IntegrableOn (fun x => kernel w0 x * e2 x) (Ioi W) := by
    refine IntegrableOn.congr_fun
      (f := fun x => kernel w x * e2 x -
        (w ^ 2 - w0 ^ 2) * ((x ^ 2 - w0 ^ 2)⁻¹ * (kernel w x * e2 x)))
      (Integrable.sub hint (hwt.const_mul _)) ?_ measurableSet_Ioi
    intro x hx
    have h := anchored_integrand e2 hw hwW hw0 hw0W hx
    unfold anchoredKernel at h
    simp only
    linarith
  unfold subtractiveTail plainTail
  rw [← mul_sub, ← integral_sub hint hanchor]
  simp only [anchoredKernel, sub_mul]
```

## Nonnegative absorption and the upper bound

The hypothesis `he` requires e2 ≥ 0 only above W. In the proof, `hJ` is J ≥ 0 and `hI` takes the constant w² − w0² out of the integral. The equality needs no integrability hypothesis, because Lean assigns the value zero to the integral of a non-integrable function.

```lean
/-- For nonnegative absorption, the modulus of the subtractive tail is
`|w² - w0²|` times the plain tail integral weighted by `1 / (x² - w0²)`. -/
theorem abs_subtractiveTail {e2 : ℝ → ℝ} {w w0 W : ℝ} (hw : 0 ≤ w) (hwW : w < W)
    (hw0 : 0 ≤ w0) (hw0W : w0 < W) (he : ∀ x, W < x → 0 ≤ e2 x) :
    |subtractiveTail e2 W w w0| = |w ^ 2 - w0 ^ 2| *
      (2 / Real.pi * ∫ x in Ioi W, (x ^ 2 - w0 ^ 2)⁻¹ * (kernel w x * e2 x)) := by
  have hJ : 0 ≤ ∫ x in Ioi W, (x ^ 2 - w0 ^ 2)⁻¹ * (kernel w x * e2 x) := by
    refine setIntegral_nonneg measurableSet_Ioi fun x hx => ?_
    have hx' : W < x := hx
    exact mul_nonneg (inv_nonneg.2 (gap_pos hw0 (hw0W.trans hx')).le)
      (mul_nonneg (div_nonneg (by linarith) (gap_pos hw (hwW.trans hx')).le) (he x hx'))
  have hI : ∫ x in Ioi W, anchoredKernel w w0 x * e2 x =
      (w ^ 2 - w0 ^ 2) * ∫ x in Ioi W, (x ^ 2 - w0 ^ 2)⁻¹ * (kernel w x * e2 x) := by
    rw [← integral_const_mul]
    exact setIntegral_congr_fun measurableSet_Ioi
      fun x hx => anchored_integrand e2 hw hwW hw0 hw0W hx
  have hp : 0 ≤ 2 / Real.pi := by positivity
  unfold subtractiveTail
  rw [hI, mul_left_comm, abs_mul, abs_of_nonneg (mul_nonneg hp hJ)]
```

The main bound replaces the weight by its value at the cutoff. `setIntegral_mono_on` turns the pointwise inequality into one between integrals, and this is where integrability enters.

```lean
/-- If the absorption above `W` is nonnegative and the plain integrand is integrable there, the
modulus of the subtractive tail is at most `|w² - w0²| / (W² - w0²)` times the plain tail. -/
theorem subtractiveTail_le {e2 : ℝ → ℝ} {w w0 W : ℝ} (hw : 0 ≤ w) (hwW : w < W)
    (hw0 : 0 ≤ w0) (hw0W : w0 < W) (he : ∀ x, W < x → 0 ≤ e2 x)
    (hint : IntegrableOn (fun x => kernel w x * e2 x) (Ioi W)) :
    |subtractiveTail e2 W w w0| ≤
      |w ^ 2 - w0 ^ 2| / (W ^ 2 - w0 ^ 2) * plainTail e2 W w := by
  have hJ : ∫ x in Ioi W, (x ^ 2 - w0 ^ 2)⁻¹ * (kernel w x * e2 x) ≤
      (W ^ 2 - w0 ^ 2)⁻¹ * ∫ x in Ioi W, kernel w x * e2 x := by
    rw [← integral_const_mul]
    refine setIntegral_mono_on (weighted_integrable hw0 hw0W hint)
      (Integrable.const_mul hint _) measurableSet_Ioi fun x hx => ?_
    have hx' : W < x := hx
    have h2 := gap_pos (hw0.trans hw0W.le) hx'
    exact mul_le_mul_of_nonneg_right (inv_anti₀ (gap_pos hw0 hw0W) (by linarith))
      (mul_nonneg (div_nonneg (by linarith) (gap_pos hw (hwW.trans hx')).le) (he x hx'))
  have hp : 0 ≤ 2 / Real.pi := by positivity
  rw [abs_subtractiveTail hw hwW hw0 hw0W he]
  refine (mul_le_mul_of_nonneg_left (mul_le_mul_of_nonneg_left hJ hp)
    (abs_nonneg _)).trans (le_of_eq ?_)
  unfold plainTail
  ring
```

For simulation practice, this compares the truncation errors of plain and anchored integrals in a model with one scalar e2 that is exact up to W and left out above it, and with an exact anchor value. A finite set of empty states need not give such a sharp cutoff, since it can also remove part of the absorption at energies where other transitions are kept. The right-hand side still contains the plain tail, so a numerical error bar from this bound requires a separate upper bound on T(w).

## Absorption of finite extent and strict improvement

With `hband`, the absorption vanishes beyond B. The proof splits at x = B: up to B the weight is compared with its value there, and beyond B both integrands are zero.

```lean
/-- If the absorption above `W` is nonnegative and vanishes beyond `B`, the modulus of the
subtractive tail is at least `|w² - w0²| / (B² - w0²)` times the plain tail. -/
theorem le_subtractiveTail_of_band {e2 : ℝ → ℝ} {w w0 W B : ℝ} (hw : 0 ≤ w)
    (hwW : w < W) (hw0 : 0 ≤ w0) (hw0W : w0 < W) (he : ∀ x, W < x → 0 ≤ e2 x)
    (hint : IntegrableOn (fun x => kernel w x * e2 x) (Ioi W))
    (hband : ∀ x, B < x → e2 x = 0) :
    |w ^ 2 - w0 ^ 2| / (B ^ 2 - w0 ^ 2) * plainTail e2 W w ≤
      |subtractiveTail e2 W w w0| := by
  have hJ : (B ^ 2 - w0 ^ 2)⁻¹ * ∫ x in Ioi W, kernel w x * e2 x ≤
      ∫ x in Ioi W, (x ^ 2 - w0 ^ 2)⁻¹ * (kernel w x * e2 x) := by
    rw [← integral_const_mul]
    refine setIntegral_mono_on (Integrable.const_mul hint _)
      (weighted_integrable hw0 hw0W hint) measurableSet_Ioi fun x hx => ?_
    have hx' : W < x := hx
    -- inside the band the weight is smallest at `B`; outside both sides vanish
    rcases le_or_gt x B with hxB | hxB
    · have h2 : x ^ 2 ≤ B ^ 2 := pow_le_pow_left₀ (by linarith) hxB 2
      exact mul_le_mul_of_nonneg_right
        (inv_anti₀ (gap_pos hw0 (hw0W.trans hx')) (by linarith))
        (mul_nonneg (div_nonneg (by linarith) (gap_pos hw (hwW.trans hx')).le) (he x hx'))
    · simp [hband x hxB]
  have hp : 0 ≤ 2 / Real.pi := by positivity
  rw [abs_subtractiveTail hw hwW hw0 hw0W he]
  refine le_trans (le_of_eq ?_) (mul_le_mul_of_nonneg_left
    (mul_le_mul_of_nonneg_left hJ hp) (abs_nonneg _))
  unfold plainTail
  ring
```

The last theorem assumes a positive plain tail and the condition on the anchor. It shows that the factor is below 1, multiplies by the plain tail and chains the result with the upper bound.

```lean
/-- For nonnegative absorption above `W`, a positive plain tail and an anchor with `2 w0² < W² +
w²`, the subtractive tail is strictly smaller in modulus than the plain tail. -/
theorem subtractiveTail_lt_plainTail {e2 : ℝ → ℝ} {w w0 W : ℝ} (hw : 0 ≤ w)
    (hwW : w < W) (hw0 : 0 ≤ w0) (hw0W : w0 < W) (he : ∀ x, W < x → 0 ≤ e2 x)
    (hint : IntegrableOn (fun x => kernel w x * e2 x) (Ioi W))
    (hpos : 0 < plainTail e2 W w) (hanchor : 2 * w0 ^ 2 < W ^ 2 + w ^ 2) :
    |subtractiveTail e2 W w w0| < plainTail e2 W w := by
  have h1 := gap_pos hw hwW
  have hr : |w ^ 2 - w0 ^ 2| / (W ^ 2 - w0 ^ 2) < 1 := by
    rw [div_lt_one (gap_pos hw0 hw0W), abs_lt]
    constructor <;> linarith
  have h2 := mul_lt_mul_of_pos_right hr hpos
  rw [one_mul] at h2
  exact (subtractiveTail_le hw hwW hw0 hw0W he hint).trans_lt h2

end

end SubtractiveKramersKronig
```

```lean
#print axioms SubtractiveKramersKronig.subtractiveTail_eq_sub
#print axioms SubtractiveKramersKronig.le_subtractiveTail_of_band
#print axioms SubtractiveKramersKronig.subtractiveTail_lt_plainTail
```

```
'SubtractiveKramersKronig.subtractiveTail_eq_sub' depends on axioms: [propext, Classical.choice, Quot.sound]
'SubtractiveKramersKronig.le_subtractiveTail_of_band' depends on axioms: [propext, Classical.choice, Quot.sound]
'SubtractiveKramersKronig.subtractiveTail_lt_plainTail' depends on axioms: [propext, Classical.choice, Quot.sound]
```
